# Constant spin-orbit coupling with a Zeeman term conserves $J_z$, and conserves $J^2$ when $g=1$

The orbital and spin angular momenta are modelled here as elements of an arbitrary complex algebra `R`, not as operators on a chosen Hilbert space. Only products, sums and complex multiples are available, so the commutator formulas and conservation laws below follow from commutation relations alone. The converse, that conservation of $J^2$ forces $b=0$ or $g=1$, also assumes $L_zS_z\neq0$. Matrices for fixed $l$ and $s$ are the usual instance. Questions about domains of unbounded operators do not arise in this setting and are not treated.

```lean
import Mathlib

open scoped Kronecker

namespace TotalAngularMomentumBreakdown

noncomputable section

variable {R : Type*} [Ring R] [Algebra ℂ R]
```

A triple such as $\mathbf L=(L_x,L_y,L_z)$ is a function `Fin 3 → R`, with indices 0, 1, 2 for $x,y,z$. With $\hbar=1$ and the field along $z$, the Hamiltonian is
$$H=A\,\mathbf L\cdot\mathbf S+b(L_z+gS_z).$$
Here $A$ is the spin-orbit constant, $b$ the field strength in energy units and $g$ the spin $g$-factor, the orbital one being 1. All three may be complex, since Hermiticity is never used. A radial dependence of the coupling and the diamagnetic term are left out.

Write $\mathbf J=\mathbf L+\mathbf S$ and $X=L_xS_y-L_yS_x$, the $z$ component of $\mathbf L\times\mathbf S$. The main result is
$$[H,J^2]=2ib(g-1)X.$$
It is also shown that $[H,J_z]=0$. For an atomic term with fixed $l$ and $s$ described by this one-constant model, the Hamiltonian matrix can therefore be split into blocks by $M_J$ at any field, but in general not by $J$.

## Each triple generates rotations

The hypotheses `hL` and `hS` say that $[L_x,L_y]=iL_z$ and its cyclic versions hold, and likewise for $\mathbf S$. Physically, each triple generates rotations of its own degree of freedom.

```lean
/-- The angular momentum relations `[L_x, L_y] = i L_z` and cyclic, with `ℏ = 1`. -/
structure IsAngularMomentum (L : Fin 3 → R) : Prop where
  xy : L 0 * L 1 - L 1 * L 0 = Complex.I • L 2
  yz : L 1 * L 2 - L 2 * L 1 = Complex.I • L 0
  zx : L 2 * L 0 - L 0 * L 2 = Complex.I • L 1
```

The commutator, the scalar product, $X$ and $H$ are then plain definitions.

```lean
/-- The commutator `[x, y] = x y - y x`. -/
def comm {R : Type*} [Ring R] (x y : R) : R := x * y - y * x

/-- The scalar product `L · S` of two operator triples. -/
def dot {R : Type*} [Ring R] (L S : Fin 3 → R) : R := L 0 * S 0 + L 1 * S 1 + L 2 * S 2

/-- The component `L_x S_y - L_y S_x` of the vector product `L × S` along the field. -/
def crossZ {R : Type*} [Ring R] (L S : Fin 3 → R) : R := L 0 * S 1 - L 1 * S 0

/-- Spin-orbit coupling and Zeeman term, `H = A L · S + b (L_z + g S_z)`. -/
def hamiltonian (A b g : ℂ) (L S : Fin 3 → R) : R :=
  A • dot L S + b • (L 2 + g • S 2)
```

By hand, these relations give the action of $L_z$ on the coupling. Since $L_z$ commutes with every $S_a$,
$$[L_z,\mathbf L\cdot\mathbf S]=[L_z,L_x]S_x+[L_z,L_y]S_y=iL_yS_x-iL_xS_y=-iX.$$
In Lean, `linear_combination` multiplies the relations `hL.zx` and `hL.yz` by spin components, as in this line. The products are expanded without changing their order, and `module` compares the remaining linear combinations.

```lean
/-- The spin-orbit coupling turns `L_z`: `[L_z, L · S] = -i (L × S)_z`. -/
theorem comm_orbital_z {L S : Fin 3 → R} (hL : IsAngularMomentum L)
    (hc : ∀ a b, Commute (L a) (S b)) :
    comm (L 2) (dot L S) = -(Complex.I • crossZ L S) := by
  unfold comm dot crossZ
  linear_combination (norm :=
    (simp only [mul_add, add_mul, sub_mul, smul_mul_assoc, mul_assoc]; module))
    hL.zx * S 0 - hL.yz * S 1 + L 0 * (hc 2 0).eq + L 1 * (hc 2 1).eq + L 2 * (hc 2 2).eq
```

For the spin,
$$[S_z,\mathbf L\cdot\mathbf S]=L_x[S_z,S_x]+L_y[S_z,S_y]=iL_xS_y-iL_yS_x=iX.$$
The proof gets this from the previous lemma by exchanging $\mathbf L$ and $\mathbf S$, which leaves the scalar product unchanged and reverses the sign of $X$.

```lean
/-- The spin-orbit coupling turns `S_z` the opposite way: `[S_z, L · S] = i (L × S)_z`. -/
theorem comm_spin_z {L S : Fin 3 → R} (hS : IsAngularMomentum S)
    (hc : ∀ a b, Commute (L a) (S b)) :
    comm (S 2) (dot L S) = Complex.I • crossZ L S := by
  -- exchange the roles of `L` and `S`
  have hd : dot L S = dot S L := by
    unfold dot
    rw [(hc 0 0).eq, (hc 1 1).eq, (hc 2 2).eq]
  have hx : crossZ S L = -crossZ L S := by
    unfold crossZ
    rw [(hc 0 1).eq, (hc 1 0).eq, neg_sub]
  rw [hd, comm_orbital_z hS (fun a b => (hc b a).symm), hx, smul_neg, neg_neg]
```

The relations also make $L^2$ commute with every component. For $L_z$,
$$[L_z,L^2]=i(L_yL_x+L_xL_y)-i(L_xL_y+L_yL_x)=0,$$
and the other components follow cyclically. The lemma treats the three cases separately.

```lean
/-- The square of an angular momentum commutes with each of its components. -/
theorem commute_sq {L : Fin 3 → R} (hL : IsAngularMomentum L) (a : Fin 3) :
    Commute (L a) (dot L L) := by
  have h0 : L 0 * dot L L = dot L L * L 0 := by
    unfold dot
    linear_combination (norm := (simp only [mul_add, add_mul, mul_sub, sub_mul,
      smul_mul_assoc, mul_smul_comm, mul_assoc]; module))
      hL.xy * L 1 + L 1 * hL.xy - hL.zx * L 2 - L 2 * hL.zx
  have h1 : L 1 * dot L L = dot L L * L 1 := by
    unfold dot
    linear_combination (norm := (simp only [mul_add, add_mul, mul_sub, sub_mul,
      smul_mul_assoc, mul_smul_comm, mul_assoc]; module))
      hL.yz * L 2 + L 2 * hL.yz - hL.xy * L 0 - L 0 * hL.xy
  have h2 : L 2 * dot L L = dot L L * L 2 := by
    unfold dot
    linear_combination (norm := (simp only [mul_add, add_mul, mul_sub, sub_mul,
      smul_mul_assoc, mul_smul_comm, mul_assoc]; module))
      hL.zx * L 0 + L 0 * hL.zx - hL.yz * L 1 - L 1 * hL.yz
  fin_cases a
  · exact h0
  · exact h1
  · exact h2
```

Without `hL`, even $J_z$ can fail to be conserved. Take $\mathbf L=(1,0,0)$, a fixed classical vector, and let $\mathbf S$ be a spin one half. The two triples commute, but $[L_y,L_z]=0\neq iL_x$. Now $H=AS_x+bgS_z$ and $J_z=S_z$, so $[H,J_z]=-iAS_y$, which is nonzero for $A\neq0$. A fixed vector cannot take up the angular momentum that the spin loses.

## Orbit and spin are independent degrees of freedom

The hypothesis `hc` says that every $L_a$ commutes with every $S_b$, as operators on different factors of a product space do. It has already removed the cross terms above. It also gives $[S_a,L^2]=0$, so $L^2$ commutes with all the ingredients of $H$, and so does $S^2$. In the proof, `key` states that anything commuting with all six components commutes with $H$.

```lean
/-- `L²` and `S²` are conserved for all values of the coupling, the field and `g`. -/
theorem orbital_and_spin_sq_conserved {L S : Fin 3 → R} (hL : IsAngularMomentum L)
    (hS : IsAngularMomentum S) (hc : ∀ a b, Commute (L a) (S b)) (A b g : ℂ) :
    Commute (hamiltonian A b g L S) (dot L L) ∧
      Commute (hamiltonian A b g L S) (dot S S) := by
  -- whatever commutes with all components commutes with the Hamiltonian
  have key : ∀ Q : R, (∀ a, Commute (L a) Q) → (∀ a, Commute (S a) Q) →
      Commute (hamiltonian A b g L S) Q := fun Q h k =>
    (((((h 0).mul_left (k 0)).add_left ((h 1).mul_left (k 1))).add_left
      ((h 2).mul_left (k 2))).smul_left A).add_left
      (((h 2).add_left ((k 2).smul_left g)).smul_left b)
  have sq : ∀ (x : R) (M : Fin 3 → R), (∀ a, Commute x (M a)) → Commute x (dot M M) :=
    fun x M h => (((h 0).mul_right (h 0)).add_right ((h 1).mul_right (h 1))).add_right
      ((h 2).mul_right (h 2))
  exact ⟨key _ (commute_sq hL) (fun a => sq _ _ (fun c => (hc c a).symm)),
    key _ (fun a => sq _ _ (hc a)) (commute_sq hS)⟩
```

For $J_z$, the Zeeman part drops out because $L_z$ and $S_z$ commute, and the two turns of the coupling cancel:
$$[H,J_z]=A[\mathbf L\cdot\mathbf S,L_z+S_z]=A(iX-iX)=0.$$
The Lean proof adds the two commutator lemmas, each with weight $-A$, and uses `hc 2 2` for the Zeeman part.

```lean
/-- The component `J_z = L_z + S_z` along the field is conserved for every `g`. -/
theorem total_z_conserved {L S : Fin 3 → R} (hL : IsAngularMomentum L)
    (hS : IsAngularMomentum S) (hc : ∀ a b, Commute (L a) (S b)) (A b g : ℂ) :
    Commute (hamiltonian A b g L S) ((L + S) 2) := by
  have h1 := comm_orbital_z hL hc
  have h2 := comm_spin_z hS hc
  unfold comm at h1 h2
  change hamiltonian A b g L S * (L 2 + S 2) = (L 2 + S 2) * hamiltonian A b g L S
  unfold hamiltonian
  linear_combination (norm :=
    (simp only [mul_add, add_mul, smul_mul_assoc, mul_smul_comm]; module))
    (-A) • h1 + (-A) • h2 + (b - b * g) • (hc 2 2).eq
```

The same independence permits the expansion $J^2=L^2+S^2+2\,\mathbf L\cdot\mathbf S$. The first two terms commute with $H$, and $\mathbf L\cdot\mathbf S$ commutes with itself, hence
$$[H,J^2]=2[H,\mathbf L\cdot\mathbf S]=2b\big([L_z,\mathbf L\cdot\mathbf S]+g[S_z,\mathbf L\cdot\mathbf S]\big)=2b(-i+ig)X.$$
This is the stated formula. In the code, `hJ` is the expansion and `e` is the commutator with $\mathbf L\cdot\mathbf S$; the last step combines them with the conservation of $L^2$ and $S^2$.

```lean
/-- The commutator of the Hamiltonian with `J²`: `[H, J²] = 2 i b (g - 1) (L_x S_y - L_y S_x)` with
`J = L + S`. -/
theorem comm_hamiltonian_total_sq {L S : Fin 3 → R} (hL : IsAngularMomentum L)
    (hS : IsAngularMomentum S) (hc : ∀ a b, Commute (L a) (S b)) (A b g : ℂ) :
    comm (hamiltonian A b g L S) (dot (L + S) (L + S)) =
      (2 * Complex.I * b * (g - 1)) • crossZ L S := by
  have hJ : dot (L + S) (L + S) = dot L L + dot S S + (2 : ℂ) • dot L S := by
    simp only [dot, Pi.add_apply]
    linear_combination (norm := (simp only [mul_add, add_mul]; module))
      (-1 : ℂ) • (hc 0 0).eq + (-1 : ℂ) • (hc 1 1).eq + (-1 : ℂ) • (hc 2 2).eq
  have h1 := comm_orbital_z hL hc
  have h2 := comm_spin_z hS hc
  unfold comm at h1 h2
  -- only the Zeeman term can contribute to the commutator with `L · S`
  have e : hamiltonian A b g L S * dot L S - dot L S * hamiltonian A b g L S =
      (Complex.I * b * (g - 1)) • crossZ L S := by
    unfold hamiltonian
    linear_combination (norm :=
      (simp only [mul_add, add_mul, mul_sub, smul_mul_assoc, mul_smul_comm, mul_assoc]; module))
      b • h1 + (b * g) • h2
  obtain ⟨hl, hs⟩ := orbital_and_spin_sq_conserved hL hS hc A b g
  rw [hJ]
  unfold comm
  linear_combination (norm :=
    (simp only [mul_add, add_mul, smul_mul_assoc, mul_smul_comm]; module))
    hl.eq + hs.eq + (2 : ℂ) • e
```

Without `hc` the formula fails. Let $\mathbf L=\mathbf S$ be the same spin one half, so that both triples obey the angular momentum relations. Then $J^2=4L^2=3$ is a number and commutes with $H$. But $X=[L_x,L_y]=iL_z$, so the right-hand side would be $-2b(g-1)L_z$, which is nonzero for $b\neq0$ and $g\neq1$.

## Both angular momenta are present: $L_zS_z\neq0$

The main formula does not need this condition. It enters only in the converse, where a vanishing commutator has to force $b=0$ or $g=1$, and for that $X$ must be nonzero. Suppose $X=0$. Then
$$0=[X,L_x]=[L_x,L_y]S_x=iL_zS_x,$$
so $L_zS_x=0$, and
$$0=[L_zS_x,S_y]=L_z[S_x,S_y]=iL_zS_z.$$
Thus $L_zS_z=0$. The steps `h1` and `h3` are these two commutators.

```lean
/-- If `(L × S)_z` vanishes, then so does the product `L_z S_z`. -/
theorem mul_z_eq_zero_of_crossZ {L S : Fin 3 → R} (hL : IsAngularMomentum L)
    (hS : IsAngularMomentum S) (hc : ∀ a b, Commute (L a) (S b))
    (hX : crossZ L S = 0) : L 2 * S 2 = 0 := by
  unfold crossZ at hX
  -- the commutator with `L_x` leaves `L_z S_x`
  have h1 : Complex.I • (L 2 * S 0) = 0 := by
    linear_combination (norm :=
      (simp only [mul_sub, sub_mul, smul_mul_assoc, mul_assoc, zero_mul, mul_zero]; module))
      hX * L 0 - L 0 * hX - hL.xy * S 0 - L 1 * (hc 0 0).eq + L 0 * (hc 0 1).eq
  have h2 : L 2 * S 0 = 0 := (smul_eq_zero.mp h1).resolve_left Complex.I_ne_zero
  -- the commutator with `S_y` then leaves `L_z S_z`
  have h3 : Complex.I • (L 2 * S 2) = 0 := by
    linear_combination (norm :=
      (simp only [mul_sub, smul_mul_assoc, mul_smul_comm, mul_assoc, zero_mul, mul_zero]; module))
      h2 * S 1 - S 1 * h2 - L 2 * hS.xy - (hc 2 1).eq * S 0
  exact (smul_eq_zero.mp h3).resolve_left Complex.I_ne_zero
```

With $L_zS_z\neq0$, the formula therefore vanishes exactly when its scalar factor $2ib(g-1)$ does.

```lean
/-- When `L_z S_z ≠ 0`, the square `J²` is conserved exactly if `b = 0` or `g = 1`. -/
theorem total_sq_conserved_iff {L S : Fin 3 → R} (hL : IsAngularMomentum L)
    (hS : IsAngularMomentum S) (hc : ∀ a b, Commute (L a) (S b))
    (hz : L 2 * S 2 ≠ 0) (A b g : ℂ) :
    Commute (hamiltonian A b g L S) (dot (L + S) (L + S)) ↔ b = 0 ∨ g = 1 := by
  have hm := comm_hamiltonian_total_sq hL hS hc A b g
  have hX : crossZ L S ≠ 0 := fun h => hz (mul_z_eq_zero_of_crossZ hL hS hc h)
  constructor
  · intro h
    have h0 : comm (hamiltonian A b g L S) (dot (L + S) (L + S)) = 0 := sub_eq_zero.mpr h.eq
    rw [hm] at h0
    have h1 := (smul_eq_zero.mp h0).resolve_right hX
    rcases mul_eq_zero.mp h1 with h2 | h2
    · exact Or.inl ((mul_eq_zero.mp h2).resolve_left
        (mul_ne_zero two_ne_zero Complex.I_ne_zero))
    · exact Or.inr (sub_eq_zero.mp h2)
  · intro h
    apply sub_eq_zero.mp
    change comm _ _ = 0
    rw [hm]
    rcases h with rfl | rfl <;> simp
```

Without the condition the equivalence fails: for $\mathbf S=0$, a spin singlet, $H=bL_z$ commutes with $J^2=L^2$ whatever $b$ and $g$ are.

## Equal magnetic weights: $g=1$

At $g=1$ the field couples to orbit and spin with the same strength, and the Zeeman term is $bJ_z$. The commutator formula then has a zero factor, so $J^2$ is conserved for every $A$ and $b$, with no condition on $L_zS_z$.

```lean
/-- At `g = 1` the square of the total angular momentum is conserved. -/
theorem total_sq_conserved_of_g_one {L S : Fin 3 → R} (hL : IsAngularMomentum L)
    (hS : IsAngularMomentum S) (hc : ∀ a b, Commute (L a) (S b)) (A b : ℂ) :
    Commute (hamiltonian A b 1 L S) (dot (L + S) (L + S)) := by
  apply sub_eq_zero.mp
  change comm _ _ = 0
  rw [comm_hamiltonian_total_sq hL hS hc]
  simp
```

For $g\neq1$ the smallest interesting case is two spins one half, one of them playing the part of $\mathbf L$. Take $b=1$, $g=2$ and the states $|{\uparrow\downarrow}\rangle,|{\downarrow\uparrow}\rangle$, with the $\mathbf L$ spin written first. On their span, $\mathbf L\cdot\mathbf S=\tfrac12(J^2-\tfrac32)$ commutes with $J^2$, and
$$L_z+2S_z=\begin{pmatrix}-\tfrac12&0\\0&\tfrac12\end{pmatrix},\quad J^2=\begin{pmatrix}1&1\\1&1\end{pmatrix},\quad [H,J^2]=\begin{pmatrix}0&-1\\1&0\end{pmatrix}.$$
The formula agrees: here $X=\begin{pmatrix}0&i/2\\-i/2&0\end{pmatrix}$, and $2iX$ is the same matrix. The field mixes the singlet with the $M_J=0$ triplet state.

The file builds this pair of spins from half the Pauli matrices and the Kronecker product.

```lean
/-- The spin one-half matrices, half the Pauli matrices. -/
def spinHalf : Fin 3 → Matrix (Fin 2) (Fin 2) ℂ :=
  ![!![0, 1 / 2; 1 / 2, 0], !![0, -Complex.I / 2; Complex.I / 2, 0], !![1 / 2, 0; 0, -1 / 2]]
```

The last theorem confirms that the pair satisfies `hL`, `hS`, `hc` and $L_zS_z\neq0$ together. It checks the relations for one spin entry by entry and carries them to either factor with `left` and `right`. The entry of $L_zS_z$ for both spins up is $\tfrac14$, so the product is nonzero.

```lean
/-- Two spins one half, acting on the two factors of a product space, are commuting angular
momenta with `L_z S_z ≠ 0`. -/
theorem two_spin_half_witness :
    IsAngularMomentum (fun a => spinHalf a ⊗ₖ (1 : Matrix (Fin 2) (Fin 2) ℂ)) ∧
    IsAngularMomentum (fun a => (1 : Matrix (Fin 2) (Fin 2) ℂ) ⊗ₖ spinHalf a) ∧
    (∀ a b, Commute (spinHalf a ⊗ₖ (1 : Matrix (Fin 2) (Fin 2) ℂ))
      ((1 : Matrix (Fin 2) (Fin 2) ℂ) ⊗ₖ spinHalf b)) ∧
    (spinHalf 2 ⊗ₖ (1 : Matrix (Fin 2) (Fin 2) ℂ)) *
      ((1 : Matrix (Fin 2) (Fin 2) ℂ) ⊗ₖ spinHalf 2) ≠ 0 := by
  have hs : IsAngularMomentum spinHalf := by
    refine ⟨?_, ?_, ?_⟩ <;> ext i j <;> fin_cases i <;> fin_cases j <;>
      simp [spinHalf, Matrix.mul_apply, Fin.sum_univ_succ] <;>
      first
        | ring1
        | linear_combination (1 / 2 : ℂ) * Complex.I_sq
        | linear_combination (-1 / 2 : ℂ) * Complex.I_sq
        | norm_num [Complex.ext_iff]
  -- a commutation relation survives on either factor
  have left : ∀ X Y Z : Matrix (Fin 2) (Fin 2) ℂ, X * Y - Y * X = Complex.I • Z →
      (X ⊗ₖ (1 : Matrix (Fin 2) (Fin 2) ℂ)) * (Y ⊗ₖ (1 : Matrix (Fin 2) (Fin 2) ℂ)) -
        (Y ⊗ₖ (1 : Matrix (Fin 2) (Fin 2) ℂ)) * (X ⊗ₖ (1 : Matrix (Fin 2) (Fin 2) ℂ)) =
        Complex.I • (Z ⊗ₖ (1 : Matrix (Fin 2) (Fin 2) ℂ)) := by
    intro X Y Z h
    rw [← Matrix.mul_kronecker_mul, ← Matrix.mul_kronecker_mul, mul_one]
    ext ⟨i, k⟩ ⟨j, l⟩
    have e := congrFun (congrFun h i) j
    simp only [Matrix.sub_apply, Matrix.smul_apply, smul_eq_mul,
      Matrix.kroneckerMap_apply] at e ⊢
    linear_combination (1 : Matrix (Fin 2) (Fin 2) ℂ) k l * e
  have right : ∀ X Y Z : Matrix (Fin 2) (Fin 2) ℂ, X * Y - Y * X = Complex.I • Z →
      ((1 : Matrix (Fin 2) (Fin 2) ℂ) ⊗ₖ X) * ((1 : Matrix (Fin 2) (Fin 2) ℂ) ⊗ₖ Y) -
        ((1 : Matrix (Fin 2) (Fin 2) ℂ) ⊗ₖ Y) * ((1 : Matrix (Fin 2) (Fin 2) ℂ) ⊗ₖ X) =
        Complex.I • ((1 : Matrix (Fin 2) (Fin 2) ℂ) ⊗ₖ Z) := by
    intro X Y Z h
    rw [← Matrix.mul_kronecker_mul, ← Matrix.mul_kronecker_mul, mul_one]
    ext ⟨i, k⟩ ⟨j, l⟩
    have e := congrFun (congrFun h k) l
    simp only [Matrix.sub_apply, Matrix.smul_apply, smul_eq_mul,
      Matrix.kroneckerMap_apply] at e ⊢
    linear_combination (1 : Matrix (Fin 2) (Fin 2) ℂ) i j * e
  refine ⟨⟨left _ _ _ hs.xy, left _ _ _ hs.yz, left _ _ _ hs.zx⟩,
    ⟨right _ _ _ hs.xy, right _ _ _ hs.yz, right _ _ _ hs.zx⟩, ?_, ?_⟩
  · intro a b
    change _ * _ = _ * _
    rw [← Matrix.mul_kronecker_mul, ← Matrix.mul_kronecker_mul]
    simp only [mul_one, one_mul]
  · intro h
    rw [← Matrix.mul_kronecker_mul, mul_one, one_mul] at h
    have e := congrFun (congrFun h (0, 0)) (0, 0)
    simp [spinHalf, Matrix.kroneckerMap_apply] at e

end

end TotalAngularMomentumBreakdown
```

```lean
#print axioms TotalAngularMomentumBreakdown.orbital_and_spin_sq_conserved
-- 'TotalAngularMomentumBreakdown.orbital_and_spin_sq_conserved' depends on axioms: [propext, Classical.choice, Quot.sound]
#print axioms TotalAngularMomentumBreakdown.total_z_conserved
-- 'TotalAngularMomentumBreakdown.total_z_conserved' depends on axioms: [propext, Classical.choice, Quot.sound]
#print axioms TotalAngularMomentumBreakdown.total_sq_conserved_iff
-- 'TotalAngularMomentumBreakdown.total_sq_conserved_iff' depends on axioms: [propext, Classical.choice, Quot.sound]
#print axioms TotalAngularMomentumBreakdown.total_sq_conserved_of_g_one
-- 'TotalAngularMomentumBreakdown.total_sq_conserved_of_g_one' depends on axioms: [propext, Classical.choice, Quot.sound]
```
